# The step that minimises the central-difference error bound for a noisy energy

A force can be estimated from two computed energies at displaced geometries, but a large displacement brings in anharmonicity and a small one amplifies the convergence noise in the energies. Given positive bounds on the third derivative of the energy and on the noise, the resulting worst-case error bound has a definite best step.

```lean
import Mathlib

open Set

namespace CentralDifferenceStep

noncomputable section

/-- The central-difference estimate of the derivative of the energy `W` at `x`,
for a step `h ≠ 0`. -/
def centralDiff (W : ℝ → ℝ) (x h : ℝ) : ℝ := (W (x + h) - W (x - h)) / (2 * h)

/-- Truncation error plus noise error for third-derivative bound `M`, energy noise `ε`
and step `h ≠ 0`. -/
def errorBound (M ε h : ℝ) : ℝ := M * h ^ 2 / 6 + ε / h

/-- The step `(3 ε / M)^(1/3)`, for `M > 0` and `ε ≥ 0`. -/
def optimalStep (M ε : ℝ) : ℝ := (3 * ε / M) ^ (1 / 3 : ℝ)

/-- The energy `E` has successive derivatives `E₁`, `E₂`, `E₃` within distance `h` of `x`,
and the third is at most `M` in absolute value there. -/
structure SmoothEnergy (E E₁ E₂ E₃ : ℝ → ℝ) (M x h : ℝ) : Prop where
  first : ∀ y ∈ Icc (x - h) (x + h), HasDerivAt E (E₁ y) y
  second : ∀ y ∈ Icc (x - h) (x + h), HasDerivAt E₁ (E₂ y) y
  third : ∀ y ∈ Icc (x - h) (x + h), HasDerivAt E₂ (E₃ y) y
  bound : ∀ y ∈ Icc (x - h) (x + h), |E₃ y| ≤ M

/-- The successive derivatives of the cubic energy `K y³ / 6` are `K y² / 2`, `K y` and `K`. -/
theorem cubic_derivs (K y : ℝ) :
    HasDerivAt (fun s : ℝ => K * s ^ 3 / 6) (K * y ^ 2 / 2) y ∧
    HasDerivAt (fun s : ℝ => K * s ^ 2 / 2) (K * y) y ∧
    HasDerivAt (fun s : ℝ => K * s) K y := by
  have p3 : HasDerivAt (fun s : ℝ => s ^ 3) (3 * y ^ 2) y := by
    simpa using hasDerivAt_pow 3 y
  have p2 : HasDerivAt (fun s : ℝ => s ^ 2) (2 * y) y := by
    simpa using hasDerivAt_pow 2 y
  exact ⟨((p3.const_mul K).div_const 6).congr_deriv (by ring),
    ((p2.const_mul K).div_const 2).congr_deriv (by ring),
    ((hasDerivAt_id' y).const_mul K).congr_deriv (by ring)⟩

/-- If `f` and `B` vanish at zero and the rate of change of `f` is bounded by that of `B`
on `[0, h]`, then `f` is bounded by `B` on `[0, h]`. -/
theorem abs_le_of_rate {f f' B B' : ℝ → ℝ} {h : ℝ} (f0 : f 0 = 0) (B0 : B 0 = 0)
    (hf : ∀ t ∈ Icc 0 h, HasDerivAt f (f' t) t) (hB : ∀ t, HasDerivAt B (B' t) t)
    (hb : ∀ t ∈ Icc 0 h, |f' t| ≤ B' t) : ∀ t ∈ Icc 0 h, |f t| ≤ B t := by
  intro t ht
  have key := image_norm_le_of_norm_deriv_right_le_deriv_boundary
    (f := f) (f' := f') (a := 0) (b := h) (B := B) (B' := B')
    (fun s hs => (hf s hs).continuousAt.continuousWithinAt)
    (fun s hs => (hf s ⟨hs.1, hs.2.le⟩).hasDerivWithinAt)
    (by simp [f0, B0]) hB
    (fun s hs => by simpa only [Real.norm_eq_abs] using hb s ⟨hs.1, hs.2.le⟩) ht
  simpa only [Real.norm_eq_abs] using key

/-- For `h ≥ 0` and a smooth energy with third derivative bounded by `M` within distance `h` of `x`,
the symmetric energy difference deviates from `2 h E'(x)` by at most `M h³ / 3`. -/
theorem truncation_error {E E₁ E₂ E₃ : ℝ → ℝ} {M x h : ℝ} (hh : 0 ≤ h)
    (H : SmoothEnergy E E₁ E₂ E₃ M x h) :
    |E (x + h) - E (x - h) - 2 * h * E₁ x| ≤ M * h ^ 3 / 3 := by
  have up : ∀ t ∈ Icc 0 h, x + t ∈ Icc (x - h) (x + h) := fun t ht =>
    ⟨by linarith [ht.1, ht.2], by linarith [ht.2]⟩
  have dn : ∀ t ∈ Icc 0 h, x - t ∈ Icc (x - h) (x + h) := fun t ht =>
    ⟨by linarith [ht.2], by linarith [ht.1, ht.2]⟩
  -- integrate the bound on the third derivative three times
  have s2 : ∀ t ∈ Icc 0 h, |E₂ (x + t) - E₂ (x - t)| ≤ 2 * M * t :=
    abs_le_of_rate (f := fun t => E₂ (x + t) - E₂ (x - t))
      (f' := fun t => E₃ (x + t) + E₃ (x - t))
      (B := fun t => 2 * M * t) (B' := fun _ => 2 * M) (by simp) (by simp)
      (fun t ht => (((H.third _ (up t ht)).comp_const_add x t).fun_sub
        ((H.third _ (dn t ht)).comp_const_sub x t)).congr_deriv (by ring))
      (fun t => (cubic_derivs (2 * M) t).2.2)
      (fun t ht => by
        have a := abs_le.mp (H.bound _ (up t ht))
        have b := abs_le.mp (H.bound _ (dn t ht))
        exact abs_le.mpr ⟨by linarith [a.1, b.1], by linarith [a.2, b.2]⟩)
  have s1 : ∀ t ∈ Icc 0 h, |E₁ (x + t) + E₁ (x - t) - 2 * E₁ x| ≤ 2 * M * t ^ 2 / 2 :=
    abs_le_of_rate (f := fun t => E₁ (x + t) + E₁ (x - t) - 2 * E₁ x)
      (f' := fun t => E₂ (x + t) - E₂ (x - t))
      (B := fun t => 2 * M * t ^ 2 / 2) (B' := fun t => 2 * M * t)
      (by simp only [add_zero, sub_zero]; ring) (by simp)
      (fun t ht => ((((H.second _ (up t ht)).comp_const_add x t).fun_add
        ((H.second _ (dn t ht)).comp_const_sub x t)).sub_const (2 * E₁ x)).congr_deriv
          (by ring))
      (fun t => (cubic_derivs (2 * M) t).2.1) s2
  have s0 := abs_le_of_rate (f := fun t => E (x + t) - E (x - t) - 2 * E₁ x * t)
      (f' := fun t => E₁ (x + t) + E₁ (x - t) - 2 * E₁ x)
      (B := fun t => 2 * M * t ^ 3 / 6) (B' := fun t => 2 * M * t ^ 2 / 2)
      (by simp) (by simp)
      (fun t ht => ((((H.first _ (up t ht)).comp_const_add x t).fun_sub
        ((H.first _ (dn t ht)).comp_const_sub x t)).fun_sub
          (cubic_derivs (2 * E₁ x) t).2.2).congr_deriv (by ring))
      (fun t => (cubic_derivs (2 * M) t).1) s1 h ⟨hh, le_rfl⟩
  have a := abs_le.mp s0
  exact abs_le.mpr ⟨by linarith [a.1], by linarith [a.2]⟩

/-- If the computed energy `W` is within `ε`, at both displaced points, of a smooth energy with
third derivative bounded by `M` within distance `h` of `x`, its central difference with step `h > 0`
is within `M h² / 6 + ε / h` of the exact derivative. -/
theorem centralDiff_error {E E₁ E₂ E₃ W : ℝ → ℝ} {M ε x h : ℝ} (hh : 0 < h)
    (H : SmoothEnergy E E₁ E₂ E₃ M x h)
    (hp : |W (x + h) - E (x + h)| ≤ ε) (hm : |W (x - h) - E (x - h)| ≤ ε) :
    |centralDiff W x h - E₁ x| ≤ errorBound M ε h := by
  have a := abs_le.mp (truncation_error hh.le H)
  have b := abs_le.mp hp
  have c := abs_le.mp hm
  have e1 : centralDiff W x h - E₁ x = (W (x + h) - W (x - h) - 2 * h * E₁ x) / (2 * h) := by
    unfold centralDiff
    field_simp
  have e2 : errorBound M ε h = (M * h ^ 3 / 3 + 2 * ε) / (2 * h) := by
    unfold errorBound
    field_simp
    ring
  have h2 : 0 < 2 * h := by linarith
  rw [e1, e2, abs_div, abs_of_pos h2]
  refine div_le_div_of_nonneg_right (abs_le.mpr ⟨?_, ?_⟩) h2.le
  · linarith [a.1, b.1, c.2]
  · linarith [a.2, b.2, c.1]

/-- The error bound is attained at every step `h > 0`: by the energy `M y³ / 6` at the origin,
with noise `ε` for positive `y` and `-ε` otherwise (`M, ε ≥ 0`). -/
theorem errorBound_attained {M ε h : ℝ} (hM : 0 ≤ M) (hε : 0 ≤ ε) (hh : 0 < h) :
    SmoothEnergy (fun y => M * y ^ 3 / 6) (fun y => M * y ^ 2 / 2) (fun y => M * y)
      (fun _ => M) M 0 h ∧
    (∀ y : ℝ, |(M * y ^ 3 / 6 + if 0 < y then ε else -ε) - M * y ^ 3 / 6| ≤ ε) ∧
    centralDiff (fun y => M * y ^ 3 / 6 + if 0 < y then ε else -ε) 0 h - M * 0 ^ 2 / 2
      = errorBound M ε h := by
  refine ⟨⟨fun y _ => (cubic_derivs M y).1, fun y _ => (cubic_derivs M y).2.1,
    fun y _ => (cubic_derivs M y).2.2, fun _ _ => (abs_of_nonneg hM).le⟩, fun y => ?_, ?_⟩
  · rw [add_sub_cancel_left]
    split_ifs
    · exact (abs_of_nonneg hε).le
    · rw [abs_neg]
      exact (abs_of_nonneg hε).le
  · simp only [centralDiff, errorBound]
    rw [if_pos (by linarith : (0 : ℝ) < 0 + h), if_neg (by linarith : ¬ (0 : ℝ) < 0 - h)]
    field_simp
    ring

/-- For `M, ε > 0` the step `h₀ = (3 ε / M)^(1/3)` is positive and satisfies `M h₀³ = 3 ε`. -/
theorem optimalStep_spec {M ε : ℝ} (hM : 0 < M) (hε : 0 < ε) :
    0 < optimalStep M ε ∧ M * optimalStep M ε ^ 3 = 3 * ε := by
  have hq : 0 < 3 * ε / M := by positivity
  refine ⟨Real.rpow_pos_of_pos hq _, ?_⟩
  have hc : optimalStep M ε ^ 3 = 3 * ε / M := by
    unfold optimalStep
    rw [← Real.rpow_natCast, ← Real.rpow_mul hq.le]
    norm_num
  rw [hc]
  field_simp

/-- For `M, ε > 0`, the excess of the error bound at a step `h > 0` over its value at
`h₀ = (3 ε / M)^(1/3)` is `M (h - h₀)² (h + 2 h₀) / (6 h)`. -/
theorem excess_error {M ε h : ℝ} (hM : 0 < M) (hε : 0 < ε) (hh : 0 < h) :
    errorBound M ε h - errorBound M ε (optimalStep M ε)
      = M * (h - optimalStep M ε) ^ 2 * (h + 2 * optimalStep M ε) / (6 * h) := by
  obtain ⟨hs, hc⟩ := optimalStep_spec hM hε
  generalize optimalStep M ε = s at hs hc ⊢
  -- eliminate the noise in favour of the optimal step
  have he : ε = M * s ^ 3 / 3 := by linarith
  rw [he]
  unfold errorBound
  field_simp
  ring

/-- For `M, ε > 0` the error bound `M h² / 6 + ε / h` over steps `h > 0` has its unique minimum
at `h₀ = (3 ε / M)^(1/3)`, where it equals `3 ε / (2 h₀)`. -/
theorem optimal_step {M ε : ℝ} (hM : 0 < M) (hε : 0 < ε) :
    0 < optimalStep M ε ∧
    errorBound M ε (optimalStep M ε) = 3 * ε / (2 * optimalStep M ε) ∧
    ∀ h, 0 < h → h ≠ optimalStep M ε →
      errorBound M ε (optimalStep M ε) < errorBound M ε h := by
  obtain ⟨hs, hc⟩ := optimalStep_spec hM hε
  refine ⟨hs, ?_, fun h hh hne => ?_⟩
  · generalize optimalStep M ε = s at hs hc ⊢
    have he : ε = M * s ^ 3 / 3 := by linarith
    rw [he]
    unfold errorBound
    field_simp
    ring
  · -- the excess is a positive multiple of a nonzero square
    have hsq : 0 < (h - optimalStep M ε) ^ 2 :=
      lt_of_le_of_ne (sq_nonneg _) (Ne.symm (pow_ne_zero 2 (sub_ne_zero.mpr hne)))
    have hpos : 0 < M * (h - optimalStep M ε) ^ 2 * (h + 2 * optimalStep M ε) / (6 * h) :=
      div_pos (mul_pos (mul_pos hM hsq) (by linarith)) (by linarith)
    linarith [excess_error hM hε hh]

/-- For `M, ε > 0` the cube of the error bound at the optimal step is `9 M ε² / 8`. -/
theorem minimal_error_cube {M ε : ℝ} (hM : 0 < M) (hε : 0 < ε) :
    errorBound M ε (optimalStep M ε) ^ 3 = 9 * M * ε ^ 2 / 8 := by
  rw [(optimal_step hM hε).2.1]
  obtain ⟨hs, hc⟩ := optimalStep_spec hM hε
  generalize optimalStep M ε = s at hs hc ⊢
  have he : ε = M * s ^ 3 / 3 := by linarith
  rw [he]
  field_simp
  ring

end

end CentralDifferenceStep
```

```lean
#print axioms CentralDifferenceStep.centralDiff_error
#print axioms CentralDifferenceStep.errorBound_attained
#print axioms CentralDifferenceStep.minimal_error_cube
```

```
'CentralDifferenceStep.centralDiff_error' depends on axioms: [propext, Classical.choice, Quot.sound]
'CentralDifferenceStep.errorBound_attained' depends on axioms: [propext, Classical.choice, Quot.sound]
'CentralDifferenceStep.minimal_error_cube' depends on axioms: [propext, Classical.choice, Quot.sound]
```

## Energies, noise and the error bound

Let $E$ be the energy that the chosen method would give at full convergence and without rounding, as a function of one coordinate, with successive derivatives $E_1,E_2,E_3$ on $[x-h,x+h]$, where $x$ is the reference geometry and $h>0$ the step. `SmoothEnergy` records these derivatives together with $|E_3|\le M$. The number $M$ limits the anharmonicity that the difference formula picks up. $E_3$ need not be continuous.

The computed energy is $W$. It differs from $E$ by at most $\varepsilon$ at the two displaced points; $\varepsilon$ stands for incomplete self-consistency or rounding in the energies. The estimate `centralDiff W x h` is
$$\frac{W(x+h)-W(x-h)}{2h}.$$
The theorem `centralDiff_error` says that it lies within
$$b(h)=\frac{Mh^2}{6}+\frac{\varepsilon}{h}$$
of $E_1(x)$. In the file, $b(h)$ is `errorBound M ε h`. With $E$ an energy and $x$ a nuclear coordinate, the force is $-E_1(x)$, and the same bound applies to it.

For $M,\varepsilon>0$, `optimal_step` states that $h_0=(3\varepsilon/M)^{1/3}$, written `optimalStep M ε`, is positive, that $b(h_0)=3\varepsilon/(2h_0)$, and that every other positive step has a strictly larger bound. This theorem concerns the function $b$ alone. To apply it to an energy, the same $M$ and $\varepsilon$ must be valid at all the steps being compared.

Both constants are inputs: the file does not estimate them. The noise is bounded, with no statistical model, and its bound does not depend on $h$. Rounding in the displaced coordinates or in the final division is not included.

## From the third derivative to the bound

For $0\le t\le h$, put
$$g(t)=E(x+t)-E(x-t)-2tE_1(x).$$
Its derivatives are
$$\begin{aligned}
g'(t)&=E_1(x+t)+E_1(x-t)-2E_1(x),\\
g''(t)&=E_2(x+t)-E_2(x-t),\\
g'''(t)&=E_3(x+t)+E_3(x-t).
\end{aligned}$$
The functions $g,g',g''$ vanish at $t=0$, and $|g'''|\le 2M$. Going up one derivative at a time gives
$$|g''(t)|\le 2Mt,\qquad |g'(t)|\le Mt^2,\qquad |g(t)|\le \frac{Mt^3}{3}.$$

These are the steps `s2`, `s1` and `s0` in `truncation_error`. Each one applies `abs_le_of_rate`: a function that starts at zero and changes no faster than a second such function stays below it in absolute value. This rests on a mean-value inequality from Mathlib, so $E_3$ never has to be integrated. The derivatives of the bounding polynomials come from `cubic_derivs`.

Now write $W(x\pm h)=E(x\pm h)+\delta_\pm$ with $|\delta_\pm|\le\varepsilon$. Then
$$W(x+h)-W(x-h)-2hE_1(x)=g(h)+\delta_+-\delta_-,$$
which is at most $Mh^3/3+2\varepsilon$ in size. Division by $2h$ gives $b(h)$. The proof of `centralDiff_error` does the same: it puts both sides over $2h$ and combines the three inequalities with `linarith`.

The bound can be reached. Take $E(y)=My^3/6$ and $x=0$, with noise $+\varepsilon$ for $y>0$ and $-\varepsilon$ otherwise. The exact derivative at the origin is zero, while the estimate is
$$\frac{2(Mh^3/6+\varepsilon)}{2h}=b(h).$$
This is `errorBound_attained`, and one and the same computed energy serves for every $h$. For a different energy the actual error may be smaller than $b(h)$, and smallest at another step.

## Why the minimum is at $h_0$

Setting $b'(h)=Mh/3-\varepsilon/h^2$ to zero gives $Mh^3=3\varepsilon$, hence $h=h_0$. The file confirms the minimum by algebra. Since $\varepsilon=Mh_0^3/3$,
$$b(h)=\frac M6\left(h^2+\frac{2h_0^3}{h}\right),\qquad b(h_0)=\frac{Mh_0^2}{2}=\frac{3\varepsilon}{2h_0},$$
and therefore
$$b(h)-b(h_0)=\frac{M(h^3-3h_0^2h+2h_0^3)}{6h}=\frac{M(h-h_0)^2(h+2h_0)}{6h}.$$
For $h>0$ this is positive unless $h=h_0$, so the minimum is global and unique.

In Lean, `optimalStep_spec` supplies $h_0>0$ and $Mh_0^3=3\varepsilon$. The proof of `excess_error` then treats $h_0$ as a plain positive number, eliminates $\varepsilon$, and leaves the identity to `field_simp` and `ring`. `optimal_step` adds that the square is nonzero when $h\ne h_0$.

Cubing the minimal value gives `minimal_error_cube`:
$$b(h_0)^3=\frac{M^3h_0^6}{8}=\frac{9M\varepsilon^2}{8}.$$
At fixed $M$, energies converged a thousand times more tightly thus lower the minimal bound by a factor of only one hundred, at a step ten times shorter. For finite-difference forces or finite-field dipole moments in electronic-structure work, this links the bound on the energy error to the attainable guarantee, within the one-parameter model with uniformly bounded noise.

## Numbers, and a case without an optimum

In consistent units, let $M=3$ and $\varepsilon=10^{-6}$. Then $h_0^3=10^{-6}$, so $h_0=0.01$, and
$$b(0.01)=0.5\times10^{-4}+1.0\times10^{-4}=1.5\times10^{-4}.$$
The truncation part is half the noise part at the optimum, not equal to it. Doubling the step gives $b(0.02)=2.5\times10^{-4}$; halving it gives $b(0.005)=2.125\times10^{-4}$.

The condition $M>0$ matters. For a harmonic energy one may take $M=0$, and with $\varepsilon=1$ the bound is $1/h$. Every increase of the step lowers it, so no step is optimal.
